# The total spin ladder operators change the numbers of spin-up and spin-down electrons by one in opposite directions

Let ψ be a state of `n` orbitals, not necessarily normalised, with `a` spin-up and `b` spin-down electrons: a complex function on Slater determinants that vanishes on all determinants with other occupations. The theorem `ladder_sector` says that `S₊ ψ` vanishes on every determinant that does not have `a` + 1 spin-up and `b` − 1 spin-down electrons, and `S₋ ψ` on every one that does not have `a` − 1 and `b` + 1. No Hamiltonian enters. The proof first counts how exchanging the two occupations of one orbital changes the electron numbers. It then takes the sum over orbitals that defines the ladder operator and shows that each term is zero, either by the definition or because the flipped determinant has the wrong occupations for ψ.

As first written in Lean, the proof fails:

```lean
import Mathlib

open Finset Matrix
open scoped ComplexOrder

namespace LadderSector

noncomputable section

/-- A Slater determinant over `n` orbitals: for each orbital, whether its spin-up and its
spin-down spin orbital are occupied. -/
abbrev Config (n : ℕ) := Fin n → Bool × Bool

variable {n a b : ℕ}

/-- The number of spin-up electrons. -/
def nUp (c : Config n) : ℕ := ∑ p, (c p).1.toNat

/-- The number of spin-down electrons. -/
def nDown (c : Config n) : ℕ := ∑ p, (c p).2.toNat

/-- Exchange of the spin-up and spin-down occupations of orbital `p`. -/
def spinFlip (p : Fin n) (c : Config n) : Config n := Function.update c p (c p).swap

/-- The total spin ladder operator, a sum of spin flips in singly occupied orbitals: from down to up
for `s = true` (raising), from up to down for `s = false` (lowering). The spin orbitals are ordered
orbital by orbital. -/
def ladder (s : Bool) : (Config n → ℂ) →ₗ[ℂ] (Config n → ℂ) where
  toFun ψ c := ∑ p, if c p = (s, !s) then ψ (spinFlip p c) else 0
  map_add' ψ φ := by
    ext c
    simp only [Pi.add_apply, ← Finset.sum_add_distrib]
    exact sum_congr rfl fun p _ => by split_ifs <;> simp
  map_smul' z ψ := by
    ext c
    simp only [Pi.smul_apply, smul_eq_mul, RingHom.id_apply, Finset.mul_sum, mul_ite, mul_zero]

local notation "S₊" => ladder true
local notation "S₋" => ladder false

/-- The states with `a` spin-up and `b` spin-down electrons in `n` orbitals. -/
def sector (n a b : ℕ) : Submodule ℂ (Config n → ℂ) where
  carrier := {ψ | ∀ c, ¬(nUp c = a ∧ nDown c = b) → ψ c = 0}
  add_mem' h k c hc := by simp [h c hc, k c hc]
  zero_mem' _ _ := rfl
  smul_mem' z _ h c hc := by simp [h c hc]

/-- On states with `a` spin-up and `b` spin-down electrons, `S₊` turns one spin up and `S₋` turns
one spin down: the result vanishes on all determinants with other occupations. -/
theorem ladder_sector {ψ : Config n → ℂ} (hψ : ψ ∈ sector n a b) (c : Config n) :
    (¬(nUp c = a + 1 ∧ nDown c + 1 = b) → S₊ ψ c = 0) ∧
    (¬(nUp c + 1 = a ∧ nDown c = b + 1) → S₋ ψ c = 0) := by
  have count : ∀ (f : Bool × Bool → ℕ) (p : Fin n),
      ∑ q, f (spinFlip p c q) + f (c p) = ∑ q, f (c q) + f (c p).swap := by
    intro f p
    have h : ∑ q ∈ univ.erase p, f (spinFlip p c q) = ∑ q ∈ univ.erase p, f (c q) :=
      sum_congr rfl fun q hq => by rw [spinFlip, Function.update_of_ne (ne_of_mem_erase hq)]
    have h1 : f (spinFlip p c p) + ∑ q ∈ univ.erase p, f (spinFlip p c q) =
      ∑ q, f (spinFlip p c q) := add_sum_erase univ (fun q => f (spinFlip p c q)) (mem_univ p)
    have h2 : f (c p) + ∑ q ∈ univ.erase p, f (c q) = ∑ q, f (c q) :=
      add_sum_erase univ (fun q => f (c q)) (mem_univ p)
    have h3 : spinFlip p c p = (c p).swap := by simp [spinFlip]
    rw [h3, h] at h1
    omega
  have up : ∀ p, nUp (spinFlip p c) + (c p).1.toNat = nUp c + (c p).2.toNat :=
    count fun x => x.1.toNat
  have down : ∀ p, nDown (spinFlip p c) + (c p).2.toNat = nDown c + (c p).1.toNat :=
    count fun x => x.2.toNat
  constructor <;> intro hc <;> refine Finset.sum_eq_zero fun p _ => ?_ <;> split_ifs with h
  all_goals first
    | rfl
    | (refine hψ _ fun hh => hc ?_
       have u := up p
       have d := down p
       simp only [h, Bool.not_true, Bool.not_false, Bool.toNat_true, Bool.toNat_false] at u d
       omega)

end

end LadderSector
```

Messages:

```
Main.lean:69:38: error: typeclass instance problem is stuck
  AddCommMonoid ?m.280

Note: Lean will not try to resolve this typeclass instance problem because the type argument to `AddCommMonoid` is a metavariable. This argument must be fully determined before Lean will try to resolve the typeclass.

Hint: Adding type annotations and supplying implicit arguments to functions can give Lean more information for typeclass resolution. For example, if you have a variable `x` that you intend to be a `Nat`, but Lean reports it as having an unresolved type like `?m`, replacing `x` with `(x : Nat)` can get typeclass resolution un-stuck.
Main.lean:69:31: error: Type mismatch
  sum_eq_zero fun p x => ?m.286
has type
  ∑ x ∈ ?m.281, ?m.283 x = 0
but is expected to have type
  S₋ ψ c = 0
```

Diagnosis. The lemma `Finset.sum_eq_zero` proves that a sum is zero, but the goal in the second message reads `S₋ ψ c = 0`, with no sum in sight. The sum is there by definition, inside `ladder`, behind the application of a linear map as a function. In elaborating the `refine`, Lean did not uncover it, and so could not match the goal with the lemma's conclusion: this is the type mismatch. The first message is a consequence: without the match, the type of the summands stayed unknown, and Lean could not look for its `AddCommMonoid` instance.

The added `simp only` brings the sum into the open before the goal is split, and so for both operators. Unfolding `ladder` exposes the linear map's construction, and `LinearMap.coe_mk` and `AddHom.coe_mk` replace its application by that of the underlying function. Both goals then speak of a sum over orbitals, to which `Finset.sum_eq_zero` applies.

After these edits no error is left:

```diff
@@ -67,4 +67,5 @@
   have down : ∀ p, nDown (spinFlip p c) + (c p).2.toNat = nDown c + (c p).1.toNat :=
     count fun x => x.2.toNat
+  simp only [ladder, LinearMap.coe_mk, AddHom.coe_mk]
   constructor <;> intro hc <;> refine Finset.sum_eq_zero fun p _ => ?_ <;> split_ifs with h
   all_goals first
```
